# In finite dimension, a damped Hermitian response absorbs π‖b‖² in total, whatever the damping

A system with Hermitian Hamiltonian $T$, its energies counted from that of the initial state, is driven at frequency $w$ by a source $b$. Without damping, the response diverges when $w$ reaches an excitation energy to which the source couples. A common remedy is to add a damping $g>0$ and solve

$$(T-w-ig)\,x(w)=b .$$

Each sharp line then becomes a peak of finite width, and the computed spectrum depends on $g$. How much of it depends on $g$? The heights and widths do, but the absorption integrated over all real frequencies does not. This holds for the equation above, which keeps only the resonant term of linear response and leaves out the counter-rotating one.

## The damped equation and its absorption

The states live in a complex inner product space $E$, of which $\mathbb C^n$ is the standard example. Finite dimension is assumed only in the theorems whose proofs use it.

```lean
import Mathlib

open MeasureTheory

namespace DampedResponse

noncomputable section

variable {E : Type*} [NormedAddCommGroup E] [InnerProductSpace ℂ E]
```

The operator is a linear map `T : E →ₗ[ℂ] E`, and Hermiticity is the hypothesis `T.IsSymmetric`, that is, $\langle Tx,y\rangle=\langle x,Ty\rangle$. The response equation is stated as a property of $x$, so no inverse operator appears.

```lean
/-- The damped response equation `(T - w - i g) x = b` at frequency `w` with damping `g`. -/
def IsDampedResponse (T : E →ₗ[ℂ] E) (g w : ℝ) (b x : E) : Prop :=
  T x - ((w : ℂ) + g * Complex.I) • x = b
```

Energies and frequencies share one unit ($\hbar=1$). The constant $g$ is postulated: it stands for a uniform decay of free amplitudes as $e^{-gt}$, with no model of the environment that causes it.

The absorption is $\operatorname{Im}\langle b,x\rangle$, with an inner product that is linear in its second argument. The prefactors that turn it into a cross-section are left out. For the absorption of light they include the frequency itself, so the area found below is not the area of the cross-section.

```lean
/-- The absorption `Im ⟨b, x⟩` of a response vector `x` to the source `b`. -/
def absorption (b x : E) : ℝ := (inner ℂ b x).im
```

The expected line shape is a Lorentzian centred at $e$, with half-width $g$ at half maximum:

$$L_g(e,w)=\frac{g}{(e-w)^2+g^2}.$$

```lean
/-- The function `g / ((e - w) ^ 2 + g ^ 2)` of `w`. For `g > 0` it is the Lorentzian line shape
centred at `e` with half-width `g` at half maximum. -/
def lorentzian (g e w : ℝ) : ℝ := g / ((e - w) ^ 2 + g ^ 2)
```

## Absorption is damping times squared norm

Substitute $b=Tx-(w+ig)x$ into the first slot of the inner product, which conjugates scalars:

$$\langle b,x\rangle=\langle Tx,x\rangle-(w-ig)\|x\|^2 .$$

Since $T$ is Hermitian, $\langle Tx,x\rangle$ is real. The imaginary part is therefore $g\|x\|^2$, which is nonnegative for $g\ge 0$.

```lean
/-- For a Hermitian operator, the absorption equals the damping times the squared norm
of the response vector. -/
theorem absorption_eq {T : E →ₗ[ℂ] E} (hT : T.IsSymmetric) {g w : ℝ} {b x : E}
    (hx : IsDampedResponse T g w b x) : absorption b x = g * ‖x‖ ^ 2 := by
  unfold IsDampedResponse at hx
  -- the expectation value of a Hermitian operator is real
  have him : (inner ℂ (T x) x).im = 0 :=
    Complex.conj_eq_iff_im.1 ((inner_conj_symm x (T x)).trans (hT x x).symm)
  have hn : inner ℂ x x = ((‖x‖ ^ 2 : ℝ) : ℂ) :=
    (inner_self_eq_norm_sq_to_K x).trans (Complex.ofReal_pow ‖x‖ 2).symm
  have hc : (starRingEnd ℂ ((w : ℂ) + g * Complex.I)).im = -g := by simp
  unfold absorption
  rw [← hx, inner_sub_left, inner_smul_left, hn, Complex.sub_im, him,
    Complex.im_mul_ofReal, hc]
  ring
```

In the proof, `him` is the reality of the expectation value and `hc` is the imaginary part of the conjugated scalar. The identity holds for every real $g$ and in any dimension.

## One response at each frequency

If $b=0$, the absorption vanishes, so $g\|x\|^2=0$, and $g\neq0$ forces $x=0$. The map $T-w-ig$ is thus injective. In finite dimension an injective linear map from a space to itself is also surjective, so every source has exactly one response.

```lean
/-- For a Hermitian operator in finite dimension and nonzero damping, the damped response
equation has exactly one solution at every real frequency. -/
theorem existsUnique_response [FiniteDimensional ℂ E] {T : E →ₗ[ℂ] E}
    (hT : T.IsSymmetric) {g : ℝ} (hg : g ≠ 0) (w : ℝ) (b : E) :
    ∃! x, IsDampedResponse T g w b x := by
  obtain ⟨L, hL⟩ : ∃ L : E →ₗ[ℂ] E, ∀ y, L y = T y - ((w : ℂ) + g * Complex.I) • y :=
    ⟨T - ((w : ℂ) + g * Complex.I) • LinearMap.id, fun _ => rfl⟩
  -- without a source there is no absorption, hence no response
  have hinj : Function.Injective L := by
    refine (injective_iff_map_eq_zero L).2 fun y hy => ?_
    have h0 : IsDampedResponse T g w 0 y := (hL y).symm.trans hy
    have h := absorption_eq hT h0
    unfold absorption at h
    rw [inner_zero_left, Complex.zero_im] at h
    have h2 : ‖y‖ ^ 2 = 0 := (mul_eq_zero.1 h.symm).resolve_left hg
    exact norm_eq_zero.1 (pow_eq_zero_iff (two_ne_zero)|>.1 h2)
  obtain ⟨x, hx⟩ := LinearMap.injective_iff_surjective.1 hinj b
  refine ⟨x, (hL x).symm.trans hx, fun y hy => hinj ?_⟩
  have hy' : T y - ((w : ℂ) + g * Complex.I) • y = b := hy
  rw [hL y, hy', hx]
```

Here `L` is the map $T-w-ig$, and `hinj` is the zero-source argument. With $g=0$ and $w$ an eigenvalue, the statement would fail for every source: either there is no solution, or an eigenvector can be added to one to give another.

## Resolving the response into lines

Let $Tv=ev$ with $e$ real. Pair the equation with $v$ and move $T$ to the left slot, so that $\langle v,Tx\rangle=\langle Tv,x\rangle=e\langle v,x\rangle$. Then

$$(e-w-ig)\,\langle v,x\rangle=\langle v,b\rangle .$$

```lean
/-- For a Hermitian operator and a vector `v` with `T v = e v`, `e` real, the inner product of `v`
with the response, multiplied by `e - w - i g`, equals the inner product of `v` with the source. -/
theorem mode_amplitude {T : E →ₗ[ℂ] E} (hT : T.IsSymmetric) {g w e : ℝ} {b x v : E}
    (hv : T v = (e : ℂ) • v) (hx : IsDampedResponse T g w b x) :
    ((e : ℂ) - w - g * Complex.I) * inner ℂ v x = inner ℂ v b := by
  unfold IsDampedResponse at hx
  rw [← hx, inner_sub_right, inner_smul_right, ← hT v x, hv, inner_smul_left,
    Complex.conj_ofReal]
  ring
```

Now take an orthonormal eigenbasis $v_k$ with eigenvalues $e_k$. The squared modulus of the prefactor is $(e_k-w)^2+g^2$, which is positive for $g\ne0$. Parseval's identity for $x$ gives

$$g\|x\|^2=\sum_k g\,|\langle v_k,x\rangle|^2=\sum_k|\langle v_k,b\rangle|^2\,L_g(e_k,w).$$

```lean
/-- For a Hermitian operator and nonzero damping, the absorption is a sum of terms
`lorentzian g (e k) w`, one for each vector of an orthonormal eigenbasis with eigenvalues `e k`,
weighted by the squared overlaps of the source with the basis vectors. -/
theorem absorption_eq_sum_lorentzian {ι : Type*} [Fintype ι] {T : E →ₗ[ℂ] E}
    (hT : T.IsSymmetric) (v : OrthonormalBasis ι ℂ E) (e : ι → ℝ)
    (hv : ∀ k, T (v k) = (e k : ℂ) • v k) {g w : ℝ} (hg : g ≠ 0) {b x : E}
    (hx : IsDampedResponse T g w b x) :
    absorption b x = ∑ k, ‖inner ℂ (v k) b‖ ^ 2 * lorentzian g (e k) w := by
  rw [absorption_eq hT hx, ← v.sum_sq_norm_inner_right x, Finset.mul_sum]
  refine Finset.sum_congr rfl fun k _ => ?_
  have hz : ‖(e k : ℂ) - w - g * Complex.I‖ ^ 2 = (e k - w) ^ 2 + g ^ 2 := by
    rw [Complex.sq_norm, Complex.normSq_apply]
    simp
    ring
  have hD : (e k - w) ^ 2 + g ^ 2 ≠ 0 := by positivity
  have hc : ((e k - w) ^ 2 + g ^ 2) * (g / ((e k - w) ^ 2 + g ^ 2)) = g := by
    field_simp
  rw [← mode_amplitude hT (hv k) hx, norm_mul, mul_pow, hz]
  unfold lorentzian
  linear_combination (-(‖inner ℂ (v k) x‖ ^ 2)) * hc
```

The Lean proof follows the same order: `absorption_eq`, Parseval, then a comparison term by term. There `hz` computes the squared modulus and `hD` records that it is nonzero.

## Every line has area π

Write the Lorentzian as a shifted and rescaled copy of $1/(1+t^2)$, with $t=(w-e)/g$ and $dw=g\,dt$:

$$\int_{-\infty}^{\infty}L_g(e,w)\,dw=\frac1g\int_{-\infty}^{\infty}\frac{dw}{1+((w-e)/g)^2}=\int_{-\infty}^{\infty}\frac{dt}{1+t^2}=\pi .$$

```lean
/-- A Lorentzian of positive width is integrable and has area `π`, whatever its width
and centre. -/
theorem lorentzian_area {g : ℝ} (hg : 0 < g) (e : ℝ) :
    Integrable (fun w => lorentzian g e w) ∧ ∫ w, lorentzian g e w = Real.pi := by
  have hg2 : g ^ 2 ≠ 0 := by positivity
  have h : lorentzian g e = fun w => g⁻¹ * (1 + ((w - e) / g) ^ 2)⁻¹ := by
    funext w
    have h1 : 1 + ((w - e) / g) ^ 2 = ((e - w) ^ 2 + g ^ 2) / g ^ 2 := by
      rw [div_pow, eq_div_iff hg2, add_mul, div_mul_cancel₀ _ hg2]
      ring
    have h2 : g⁻¹ * g ^ 2 = g := by field_simp
    unfold lorentzian
    rw [h1, inv_div, ← mul_div_assoc, h2]
  -- shift the centre to zero, then rescale the width to one
  have hshift : ∫ w : ℝ, (1 + ((w - e) / g) ^ 2)⁻¹ = ∫ t : ℝ, (1 + (t / g) ^ 2)⁻¹ :=
    integral_sub_right_eq_self (fun t : ℝ => (1 + (t / g) ^ 2)⁻¹) e
  have hscale : ∫ t : ℝ, (1 + (t / g) ^ 2)⁻¹ = |g| • ∫ t : ℝ, (1 + t ^ 2)⁻¹ :=
    Measure.integral_comp_div (fun t : ℝ => (1 + t ^ 2)⁻¹) g
  simp only [h]
  constructor
  · exact ((integrable_inv_one_add_sq.comp_div hg.ne').comp_sub_right e).const_mul g⁻¹
  · rw [integral_const_mul, hshift, hscale, integral_univ_inv_one_add_sq, abs_of_pos hg,
      smul_eq_mul, ← mul_assoc, inv_mul_cancel₀ hg.ne', one_mul]
```

The steps `hshift` and `hscale` are the two changes of variable. Integrability is proved alongside the value, because the next theorem needs it to exchange sum and integral.

## The total strength

The weights $|\langle v_k,b\rangle|^2$ do not depend on $w$. Integrating the finite sum line by line, and using Parseval's identity for $b$, gives

$$\int_{-\infty}^{\infty}\operatorname{Im}\langle b,x(w)\rangle\,dw=\pi\sum_k|\langle v_k,b\rangle|^2=\pi\|b\|^2 .$$

```lean
/-- For a Hermitian operator in finite dimension and positive damping, the absorption is
nonnegative at every frequency, integrable, and its integral over all real frequencies
is `π ‖b‖²`. -/
theorem total_absorption [FiniteDimensional ℂ E] {T : E →ₗ[ℂ] E} (hT : T.IsSymmetric)
    {g : ℝ} (hg : 0 < g) {b : E} {x : ℝ → E}
    (hx : ∀ w, IsDampedResponse T g w b (x w)) :
    (∀ w, 0 ≤ absorption b (x w)) ∧ Integrable (fun w => absorption b (x w)) ∧
      ∫ w, absorption b (x w) = Real.pi * ‖b‖ ^ 2 := by
  obtain ⟨v, e, hv⟩ : ∃ (v : OrthonormalBasis (Fin (Module.finrank ℂ E)) ℂ E)
      (e : Fin (Module.finrank ℂ E) → ℝ), ∀ k, T (v k) = (e k : ℂ) • v k :=
    ⟨hT.eigenvectorBasis rfl, hT.eigenvalues rfl, hT.apply_eigenvectorBasis rfl⟩
  have hs : (fun w => absorption b (x w)) =
      fun w => ∑ k, ‖inner ℂ (v k) b‖ ^ 2 * lorentzian g (e k) w :=
    funext fun w => absorption_eq_sum_lorentzian hT v e hv hg.ne' (hx w)
  have hi : ∀ k ∈ Finset.univ,
      Integrable (fun w => ‖inner ℂ (v k) b‖ ^ 2 * lorentzian g (e k) w) :=
    fun k _ => (lorentzian_area hg (e k)).1.const_mul _
  refine ⟨fun w => ?_, ?_, ?_⟩
  · rw [absorption_eq hT (hx w)]
    positivity
  · rw [hs]
    exact MeasureTheory.integrable_finsetSum _ hi
  · -- every line has area `π`, and the weights add up by Parseval's identity
    rw [hs, MeasureTheory.integral_finsetSum _ hi]
    simp only [integral_const_mul, (lorentzian_area hg _).2]
    rw [← Finset.sum_mul, v.sum_sq_norm_inner_right, mul_comm]
```

The theorem takes a family `x : ℝ → E` that solves the equation at every real $w$; by `existsUnique_response` there is exactly one such family. The conclusion has three parts: nonnegative absorption at each frequency, integrability, and the value of the integral.

The device that makes this work is Mathlib's spectral theorem, used through `hT.eigenvectorBasis rfl`. It supplies an orthonormal basis of eigenvectors, with degenerate eigenvalues included, while `hT.eigenvalues rfl` supplies the eigenvalues as real numbers. The argument `rfl` only confirms that the index set has as many elements as the dimension of $E$. The `obtain` line keeps just the equation $Tv_k=e_kv_k$, which is all that `absorption_eq_sum_lorentzian` asks for. One basis then serves all frequencies at once, so the whole dependence on $w$ sits in the Lorentzians.

For spectra computed from $(T-w-ig)\,x=b$ in a finite basis, with $b$ the projection of the source onto the span of that basis, this gives a check: the integral of $\operatorname{Im}\langle b,x\rangle$ should approach $\pi\|b\|^2$ as the frequency window grows in both directions. A finite window misses part of the Lorentzian tails. The theorem does not treat infinite-dimensional spaces, a damping that varies with frequency or state, or non-Hermitian response matrices.

## A ceiling that falls as the damping grows

The area is fixed, but the height is limited by $g$. Write $a=\operatorname{Im}\langle b,x\rangle=g\|x\|^2$. The Cauchy–Schwarz inequality gives $|g|\,\|x\|^2\le\|b\|\,\|x\|$. Multiply by $2|g|$ and use $(\|b\|-|g|\,\|x\|)^2\ge0$:

$$2g^2\|x\|^2\le 2|g|\,\|b\|\,\|x\|\le\|b\|^2+g^2\|x\|^2 .$$

Hence $g\,a=g^2\|x\|^2\le\|b\|^2$. For $g>0$ the absorption never exceeds $\|b\|^2/g$.

```lean
/-- For a Hermitian operator, the damping times the absorption is at most `‖b‖²` at every
frequency. -/
theorem damping_mul_absorption_le {T : E →ₗ[ℂ] E} (hT : T.IsSymmetric) {g w : ℝ}
    {b x : E} (hx : IsDampedResponse T g w b x) : g * absorption b x ≤ ‖b‖ ^ 2 := by
  have h1 : |absorption b x| ≤ ‖b‖ * ‖x‖ :=
    (Complex.abs_im_le_norm _).trans (norm_inner_le_norm b x)
  rw [absorption_eq hT hx, abs_mul, abs_of_nonneg (sq_nonneg ‖x‖)] at h1
  have h2 : |g| ^ 2 * ‖x‖ ^ 2 = g ^ 2 * ‖x‖ ^ 2 := by rw [sq_abs]
  rw [absorption_eq hT hx]
  nlinarith [sq_nonneg (‖b‖ - |g| * ‖x‖), mul_le_mul_of_nonneg_left h1 (abs_nonneg g)]
```

The square and the multiplied inequality are the two hints passed to `nlinarith`.

The ceiling is reached when the source is an eigenvector driven at its own eigenvalue, $Tb=wb$. The amplitude equation with $v=b$ and $e=w$ then reads $-ig\langle b,x\rangle=\|b\|^2$, and its real part is $g\,a=\|b\|^2$. For such a source, doubling the damping halves the absorption on resonance.

```lean
/-- For a Hermitian operator, if the source satisfies `T b = w b` at the driving
frequency `w`, the damping times the absorption equals `‖b‖²`. -/
theorem damping_mul_absorption_resonance {T : E →ₗ[ℂ] E} (hT : T.IsSymmetric) {g w : ℝ}
    {b x : E} (hb : T b = (w : ℂ) • b) (hx : IsDampedResponse T g w b x) :
    g * absorption b x = ‖b‖ ^ 2 := by
  have hn : inner ℂ b b = ((‖b‖ ^ 2 : ℝ) : ℂ) :=
    (inner_self_eq_norm_sq_to_K b).trans (Complex.ofReal_pow ‖b‖ 2).symm
  have m := mode_amplitude hT hb hx
  rw [hn, sub_self, zero_sub] at m
  -- the real part of the amplitude equation is the claim
  have h := congrArg Complex.re m
  simp only [Complex.mul_re, Complex.mul_im, Complex.neg_re, Complex.neg_im,
    Complex.ofReal_re, Complex.ofReal_im, Complex.I_re, Complex.I_im] at h
  unfold absorption
  linear_combination h

end

end DampedResponse
```

```lean
#print axioms DampedResponse.existsUnique_response
#print axioms DampedResponse.total_absorption
#print axioms DampedResponse.damping_mul_absorption_le
#print axioms DampedResponse.damping_mul_absorption_resonance
```

```
'DampedResponse.existsUnique_response' depends on axioms: [propext, Classical.choice, Quot.sound]
'DampedResponse.total_absorption' depends on axioms: [propext, Classical.choice, Quot.sound]
'DampedResponse.damping_mul_absorption_le' depends on axioms: [propext, Classical.choice, Quot.sound]
'DampedResponse.damping_mul_absorption_resonance' depends on axioms: [propext, Classical.choice, Quot.sound]
```

## Two levels, two dampings

Take

$$T=\begin{pmatrix}0&1\\1&0\end{pmatrix},\qquad b=\begin{pmatrix}1\\0\end{pmatrix}.$$

The eigenvalues are $\pm1$, and the source has weight $\tfrac12$ on each normalised eigenvector. Adding the same constant to $T$ and to $w$ leaves the response equation unchanged, so the two levels could equally well sit at positive excitation energies; the zero is placed midway to keep the numbers simple.

At $g=1$ and $w=0$ the equations are $-ix_1+x_2=1$ and $x_1-ix_2=0$, with solution $x=(i/2,\,1/2)$. The absorption is $\operatorname{Im}x_1=\tfrac12$, which agrees with $g\|x\|^2=\tfrac14+\tfrac14$ and with the sum of Lorentzians, $\tfrac12\cdot\tfrac12+\tfrac12\cdot\tfrac12$.

The same sum gives the other entries:

| | $w=0$ | $w=1$ |
|---|---|---|
| $g=1$ | $1/2$ | $3/5$ |
| $g=1/2$ | $2/5$ | $18/17$ |

Halving the damping lowers the absorption midway between the levels and raises it at the level $w=1$. All four values respect the ceiling $1/g$, and both spectra have total area $\pi$.
